# The low-energy tail of a free-electron emission band with lifetime width $g(W-E)^2$

Energies are measured from the bottom of a band filled up to the Fermi level $W$; the density of states is $N(E)$, and $w(E)\ge 0$ is the full width at half maximum of the line emitted when the electron at $E$ drops into a core hole. For independent Lorentzian lines and a constant transition probability, with constant prefactors left out, the emission at an energy $x<0$, below the band, is

$$I(x)=\int_0^W N(E)\,\frac{w(E)/2\pi}{(x-E)^2+w(E)^2/4}\,dE .$$

```lean
import Mathlib

open Real Filter Topology Set

namespace XrayEmissionTail

noncomputable section

/-- Lorentzian line of full width `γ` at detuning `ω`, for `γ` and `ω` not both zero. -/
def lorentzian (γ ω : ℝ) : ℝ := γ / (2 * π) / (ω ^ 2 + γ ^ 2 / 4)

/-- Emission at energy `x` from a band filled from `0` to `W`, with density of states `N`
and lifetime width `w E` for a final-state hole at energy `E`; used for `x < 0`. -/
def emission (N w : ℝ → ℝ) (W x : ℝ) : ℝ :=
  ∫ E in (0 : ℝ)..W, N E * lorentzian (w E) (x - E)

/-- The lifetime width integrated over the occupied states, divided by `2π`. -/
def tailStrength (N w : ℝ → ℝ) (W : ℝ) : ℝ := (∫ E in (0 : ℝ)..W, N E * w E) / (2 * π)

/-- Lifetime width growing as the square of the distance from the Fermi level `W`. -/
def quadraticWidth (g W E : ℝ) : ℝ := g * (W - E) ^ 2

/-- For `x` below the band, the integrand defining `emission` is integrable in `E` from `0` to `W`.
-/
theorem emission_integrable {N w : ℝ → ℝ} {W x : ℝ} (hW : 0 ≤ W) (hN : Continuous N)
    (hw : Continuous w) (hx : x < 0) :
    IntervalIntegrable (fun E => N E * lorentzian (w E) (x - E))
      MeasureTheory.volume 0 W := by
  apply ContinuousOn.intervalIntegrable
  rw [uIcc_of_le hW]
  unfold lorentzian
  refine hN.continuousOn.mul (ContinuousOn.div (by fun_prop) (by fun_prop) ?_)
  intro E hE
  have h : x - E < 0 := by linarith [hE.1]
  have h2 := mul_pos_of_neg_of_neg h h
  have h3 : 0 < (x - E) ^ 2 + w E ^ 2 / 4 := by nlinarith [sq_nonneg (w E)]
  exact h3.ne'

/-- At every energy `x` below the band, the emission is at most the tail strength
divided by `x²`. -/
theorem emission_le {N w : ℝ → ℝ} {W x : ℝ} (hW : 0 ≤ W) (hN : Continuous N)
    (hw : Continuous w) (N0 : ∀ E ∈ Icc 0 W, 0 ≤ N E) (w0 : ∀ E ∈ Icc 0 W, 0 ≤ w E)
    (hx : x < 0) : emission N w W x ≤ tailStrength N w W / x ^ 2 := by
  have e : tailStrength N w W / x ^ 2
      = ∫ E in (0 : ℝ)..W, N E * w E * (1 / (2 * π * x ^ 2)) := by
    rw [intervalIntegral.integral_mul_const]
    unfold tailStrength
    ring
  rw [e]
  refine intervalIntegral.integral_mono_on hW (emission_integrable hW hN hw hx)
    (((hN.mul hw).mul continuous_const).intervalIntegrable _ _) ?_
  intro E hE
  have hx2 : 0 < x ^ 2 := by nlinarith
  -- every occupied level is at least as far from `x` as the band bottom
  have hd : x ^ 2 ≤ (x - E) ^ 2 + w E ^ 2 / 4 := by
    nlinarith [sq_nonneg (w E), sq_nonneg E, mul_nonneg hE.1 (neg_pos.2 hx).le]
  have hn : 0 ≤ N E * w E / (2 * π) :=
    div_nonneg (mul_nonneg (N0 E hE) (w0 E hE)) (by positivity)
  calc N E * lorentzian (w E) (x - E)
      = N E * w E / (2 * π) / ((x - E) ^ 2 + w E ^ 2 / 4) := by unfold lorentzian; ring
    _ ≤ N E * w E / (2 * π) / x ^ 2 := div_le_div_of_nonneg_left hn hx2 hd
    _ = N E * w E * (1 / (2 * π * x ^ 2)) := by ring

/-- If no width in the band exceeds `M`, the emission below the band is at least the tail
strength divided by `(W - x)² + M²/4`. -/
theorem le_emission {N w : ℝ → ℝ} {W x M : ℝ} (hW : 0 ≤ W) (hN : Continuous N)
    (hw : Continuous w) (N0 : ∀ E ∈ Icc 0 W, 0 ≤ N E) (w0 : ∀ E ∈ Icc 0 W, 0 ≤ w E)
    (hM : ∀ E ∈ Icc 0 W, w E ≤ M) (hx : x < 0) :
    tailStrength N w W / ((W - x) ^ 2 + M ^ 2 / 4) ≤ emission N w W x := by
  have e : tailStrength N w W / ((W - x) ^ 2 + M ^ 2 / 4)
      = ∫ E in (0 : ℝ)..W, N E * w E * (1 / (2 * π) / ((W - x) ^ 2 + M ^ 2 / 4)) := by
    rw [intervalIntegral.integral_mul_const]
    unfold tailStrength
    ring
  rw [e]
  refine intervalIntegral.integral_mono_on hW
    (((hN.mul hw).mul continuous_const).intervalIntegrable _ _)
    (emission_integrable hW hN hw hx) ?_
  intro E hE
  have h : x - E < 0 := by linarith [hE.1]
  have hp : 0 < (x - E) ^ 2 + w E ^ 2 / 4 := by
    nlinarith [sq_nonneg (w E), mul_pos_of_neg_of_neg h h]
  have h1 : (x - E) ^ 2 ≤ (W - x) ^ 2 := by
    have ha : 0 ≤ W - E := by linarith [hE.2]
    have hb : 0 ≤ W + E - 2 * x := by linarith [hE.1]
    nlinarith [mul_nonneg ha hb]
  have h2 : w E ^ 2 ≤ M ^ 2 := pow_le_pow_left₀ (w0 E hE) (hM E hE) 2
  have hn : 0 ≤ N E * w E / (2 * π) :=
    div_nonneg (mul_nonneg (N0 E hE) (w0 E hE)) (by positivity)
  calc N E * w E * (1 / (2 * π) / ((W - x) ^ 2 + M ^ 2 / 4))
      = N E * w E / (2 * π) / ((W - x) ^ 2 + M ^ 2 / 4) := by ring
    _ ≤ N E * w E / (2 * π) / ((x - E) ^ 2 + w E ^ 2 / 4) :=
        div_le_div_of_nonneg_left hn hp (by linarith)
    _ = N E * lorentzian (w E) (x - E) := by unfold lorentzian; ring

/-- General tail law: far below the band, `x²` times the emission tends to the
tail strength. -/
theorem emission_tail {N w : ℝ → ℝ} {W : ℝ} (hW : 0 ≤ W) (hN : Continuous N)
    (hw : Continuous w) (N0 : ∀ E ∈ Icc 0 W, 0 ≤ N E) (w0 : ∀ E ∈ Icc 0 W, 0 ≤ w E) :
    Tendsto (fun x => x ^ 2 * emission N w W x) atBot (𝓝 (tailStrength N w W)) := by
  obtain ⟨M, hM⟩ := (isCompact_Icc (a := (0 : ℝ)) (b := W)).exists_bound_of_continuousOn
    hw.continuousOn
  -- the lower bound, written in the variable `u = 1/x`
  have hc : ContinuousAt (fun u : ℝ =>
      tailStrength N w W / ((W * u - 1) ^ 2 + M ^ 2 / 4 * u ^ 2)) 0 :=
    ContinuousAt.div (by fun_prop) (by fun_prop) (by norm_num)
  have hl := hc.tendsto.comp tendsto_inv_atBot_zero
  have h0 : tailStrength N w W / ((W * 0 - 1) ^ 2 + M ^ 2 / 4 * 0 ^ 2)
      = tailStrength N w W := by norm_num
  rw [h0] at hl
  refine tendsto_of_tendsto_of_tendsto_of_le_of_le' hl tendsto_const_nhds ?_ ?_
  · filter_upwards [eventually_lt_atBot (0 : ℝ)] with x hx
    have hu : x * x⁻¹ = 1 := mul_inv_cancel₀ hx.ne
    have hD : (W - x) ^ 2 + M ^ 2 / 4
        = x ^ 2 * ((W * x⁻¹ - 1) ^ 2 + M ^ 2 / 4 * (x⁻¹) ^ 2) := by
      generalize x⁻¹ = u at hu ⊢
      linear_combination (-(W * (W + W * x * u - 2 * x)) - M ^ 2 / 4 * (1 + x * u)) * hu
    have hb := le_emission hW hN hw N0 w0
      (fun E hE => (Real.le_norm_self _).trans (hM E hE)) hx
    have hm := mul_le_mul_of_nonneg_left hb (sq_nonneg x)
    rw [hD, ← mul_div_assoc, mul_div_mul_left _ _ (pow_ne_zero 2 hx.ne)] at hm
    exact hm
  · filter_upwards [eventually_lt_atBot (0 : ℝ)] with x hx
    have hx2 : 0 < x ^ 2 := by nlinarith
    have hb := (le_div_iff₀ hx2).1 (emission_le hW hN hw N0 w0 hx)
    linarith

/-- Integral of a quadratic polynomial over the free-electron density of states `√E`. -/
theorem sqrt_moment {W : ℝ} (hW : 0 ≤ W) (a b c : ℝ) :
    ∫ E in (0 : ℝ)..W, √E * (a + b * E + c * E ^ 2)
      = √W * (2 / 3 * a * W + 2 / 5 * b * W ^ 2 + 2 / 7 * c * W ^ 3) := by
  rw [intervalIntegral.integral_eq_sub_of_hasDerivAt_of_le hW
    (f := fun E => √E * (2 / 3 * a * E + 2 / 5 * b * E ^ 2 + 2 / 7 * c * E ^ 3))
    (by fun_prop) ?_ (Continuous.intervalIntegrable (by fun_prop) _ _)]
  · simp
  intro E hE
  have hE0 : 0 < E := hE.1
  have h2 : HasDerivAt (fun y : ℝ => y ^ 2) (2 * E) E := by simpa using hasDerivAt_pow 2 E
  have h3 : HasDerivAt (fun y : ℝ => y ^ 3) (3 * E ^ 2) E := by
    simpa using hasDerivAt_pow 3 E
  have hp := (((hasDerivAt_id' E).const_mul (2 / 3 * a)).fun_add
    (h2.const_mul (2 / 5 * b))).fun_add (h3.const_mul (2 / 7 * c))
  have hi : 1 / (2 * √E) * E = √E / 2 := by
    have hs : 0 < √E := Real.sqrt_pos.2 hE0
    rw [div_mul_eq_mul_div, div_eq_iff (by positivity)]
    linear_combination -Real.sq_sqrt hE0.le
  have key : 1 / (2 * √E) * (2 / 3 * a * E + 2 / 5 * b * E ^ 2 + 2 / 7 * c * E ^ 3)
      + √E * (2 / 3 * a * 1 + 2 / 5 * b * (2 * E) + 2 / 7 * c * (3 * E ^ 2))
      = √E * (a + b * E + c * E ^ 2) := by
    linear_combination (2 / 3 * a + 2 / 5 * b * E + 2 / 7 * c * E ^ 2) * hi
  exact ((Real.hasDerivAt_sqrt hE0.ne').fun_mul hp).congr_deriv key

/-- Lifetime tail of a free-electron band: with width `g (W - E)²`, `x²` times the emission
tends to `8 g W^(7/2) / (105 π)` far below the band. -/
theorem free_electron_tail {g W : ℝ} (hg : 0 ≤ g) (hW : 0 < W) :
    Tendsto (fun x => x ^ 2 * emission Real.sqrt (quadraticWidth g W) W x) atBot
      (𝓝 (8 * g * W ^ (7 / 2 : ℝ) / (105 * π))) := by
  have h := emission_tail (N := Real.sqrt) (w := quadraticWidth g W) hW.le
    Real.continuous_sqrt (by unfold quadraticWidth; fun_prop)
    (fun E _ => Real.sqrt_nonneg E) (fun E _ => mul_nonneg hg (sq_nonneg _))
  have e : tailStrength Real.sqrt (quadraticWidth g W) W
      = 8 * g * W ^ (7 / 2 : ℝ) / (105 * π) := by
    have hi : ∀ E : ℝ, √E * quadraticWidth g W E
        = √E * (g * W ^ 2 + (-2 * g * W) * E + g * E ^ 2) := by
      intro E
      unfold quadraticWidth
      ring
    unfold tailStrength
    simp only [hi]
    rw [sqrt_moment hW.le, show (7 / 2 : ℝ) = ((3 : ℕ) : ℝ) + 1 / 2 by norm_num,
      Real.rpow_add hW, Real.rpow_natCast, ← Real.sqrt_eq_rpow]
    ring
  rwa [e] at h

/-- With one constant width `γ` for the whole free-electron band, `x²` times the emission
tends to `γ W^(3/2) / (3 π)` far below the band. -/
theorem constant_width_tail {γ W : ℝ} (hγ : 0 ≤ γ) (hW : 0 < W) :
    Tendsto (fun x => x ^ 2 * emission Real.sqrt (fun _ => γ) W x) atBot
      (𝓝 (γ * W ^ (3 / 2 : ℝ) / (3 * π))) := by
  have h := emission_tail (N := Real.sqrt) (w := fun _ => γ) hW.le
    Real.continuous_sqrt continuous_const (fun E _ => Real.sqrt_nonneg E) (fun _ _ => hγ)
  have e : tailStrength Real.sqrt (fun _ => γ) W = γ * W ^ (3 / 2 : ℝ) / (3 * π) := by
    have hi : ∀ E : ℝ, √E * γ = √E * (γ + 0 * E + 0 * E ^ 2) := by
      intro E
      ring
    unfold tailStrength
    simp only [hi]
    rw [sqrt_moment hW.le, show (3 / 2 : ℝ) = ((1 : ℕ) : ℝ) + 1 / 2 by norm_num,
      Real.rpow_add hW, Real.rpow_natCast, ← Real.sqrt_eq_rpow]
    ring
  rwa [e] at h

/-- Far below the band, the ratio of the emission with width `g (W - E)²` to the emission computed
with the band-bottom width `g W²` for all levels tends to `8/35`. -/
theorem tail_ratio {g W : ℝ} (hg : 0 < g) (hW : 0 < W) :
    Tendsto (fun x => emission Real.sqrt (quadraticWidth g W) W x
      / emission Real.sqrt (fun _ => g * W ^ 2) W x) atBot (𝓝 (8 / 35)) := by
  have hne : g * W ^ 2 * W ^ (3 / 2 : ℝ) / (3 * π) ≠ 0 := by positivity
  have h := (free_electron_tail hg.le hW).div
    (constant_width_tail (γ := g * W ^ 2) (by positivity) hW) hne
  have e : 8 * g * W ^ (7 / 2 : ℝ) / (105 * π) / (g * W ^ 2 * W ^ (3 / 2 : ℝ) / (3 * π))
      = 8 / 35 := by
    rw [div_eq_iff hne, show (7 / 2 : ℝ) = ((2 : ℕ) : ℝ) + 3 / 2 by norm_num,
      Real.rpow_add hW, Real.rpow_natCast]
    ring
  rw [e] at h
  refine h.congr' ?_
  filter_upwards [eventually_lt_atBot (0 : ℝ)] with x hx
  exact mul_div_mul_left _ _ (pow_ne_zero 2 hx.ne)

end

end XrayEmissionTail
```

```lean
#print axioms XrayEmissionTail.free_electron_tail
-- 'XrayEmissionTail.free_electron_tail' depends on axioms: [propext, Classical.choice, Quot.sound]
#print axioms XrayEmissionTail.tail_ratio
-- 'XrayEmissionTail.tail_ratio' depends on axioms: [propext, Classical.choice, Quot.sound]
```

## A band of lines with different widths

In X-ray emission from a metal, a valence electron fills a core hole and leaves a hole in the band. That hole is itself short-lived: an electron from higher in the band can fill it while another is excited above the Fermi level. Near the Fermi level, the phase space for this process grows as the square of the hole's depth $W-E$. `quadraticWidth g W E` uses that law, $w(E)=g(W-E)^2$, for the entire band, which is an assumption of the model. The constant $g$ stands for the strength of the electron-electron scattering and has the dimension of an inverse energy.

The other definitions follow the formula above. `lorentzian γ ω` is the line of full width $\gamma$ at detuning $\omega$, with unit area when $\gamma>0$. `emission N w W x` is $I(x)$, with `Real.sqrt` as $N$ for free electrons, so the constant prefactor of the density of states is left out. `tailStrength N w W` is

$$T=\frac{1}{2\pi}\int_0^W N(E)\,w(E)\,dE .$$

The variable $x$ is the photon energy up to a constant shift, and the tail lies at $x<0$, below the band. The limit $x\to-\infty$, written `atBot`, is an idealisation, since a photon energy cannot be negative.

The model has independent lines and no core-hole width, instrumental broadening or plasmon satellites. Transition probabilities are constant in the free-electron results. Each width depends on the level $E$ and not on the energy $x$ at which its line is observed.

## What the theorems say

The general law, `emission_tail`, states that $x^2I(x)\to T$ as $x\to-\infty$. It assumes $W\ge 0$, functions $N$ and $w$ that are continuous on the real line, and $N,w\ge 0$ on $[0,W]$. To leading order, the far tail therefore depends on the band only through its total lifetime width, weighted by the density of states.

For free electrons with $W>0$, there are three consequences:

- `free_electron_tail`: with width $g(W-E)^2$ and $g\ge 0$, $x^2I(x)\to 8gW^{7/2}/(105\pi)$.
- `constant_width_tail`: with one width $\gamma\ge 0$ for all levels, $x^2I(x)\to \gamma W^{3/2}/(3\pi)$.
- `tail_ratio`: for $g>0$, the emission with width $g(W-E)^2$, divided by the emission with the band-bottom width $gW^2$ used everywhere, tends to $8/35$.

For the simulation of emission spectra, the last result means that, within this independent-line model, giving every level the width of the band bottom overestimates the tail by a factor that approaches $35/8$ far below the band, where $|x|$ is much larger than both $W$ and $gW^2$.

## Two bounds and one integral

Take $x<0$ and $0\le E\le W$. The distance from $x$ to the level is $E-x$, which lies between $-x$ and $W-x$. If $w(E)\le M$ throughout the band, then

$$x^2\;\le\;(x-E)^2+\frac{w(E)^2}{4}\;\le\;(W-x)^2+\frac{M^2}{4}.$$

Dividing the non-negative quantity $N(E)w(E)/2\pi$ by each of these three expressions reverses the inequalities. Integration over the band gives

$$\frac{T}{(W-x)^2+M^2/4}\;\le\; I(x)\;\le\;\frac{T}{x^2}.$$

These bounds hold at every $x<0$, not only in the limit. Multiply by $x^2$ and put $u=1/x$:

$$\frac{T}{(Wu-1)^2+M^2u^2/4}\;\le\; x^2I(x)\;\le\; T .$$

As $x\to-\infty$, $u\to0$ and the left side tends to $T$. Hence $x^2I(x)\to T$.

For the free-electron band, expand the square and integrate term by term:

$$\int_0^W\sqrt E\,g(W-E)^2\,dE
= gW^{7/2}\left(\frac23-\frac45+\frac27\right)=\frac{16}{105}\,gW^{7/2}.$$

Division by $2\pi$ gives $8gW^{7/2}/(105\pi)$. For a constant width,

$$\frac{\gamma}{2\pi}\int_0^W\sqrt E\,dE=\frac{\gamma}{2\pi}\cdot\frac23W^{3/2}=\frac{\gamma W^{3/2}}{3\pi}.$$

With $\gamma=gW^2$, the ratio of the two tails is $(8/105)/(1/3)=8/35$. This number is the average of $(1-E/W)^2$ over the occupied states.

## How the Lean proof follows these steps

`emission_integrable` assumes that $N$ and $w$ are continuous. The integrand is then continuous on $[0,W]$ for $x<0$, because its denominator is positive there. `emission_le` and `le_emission` are the upper and lower bounds. Each first writes its multiple of $T$ as an integral, then compares integrands with `intervalIntegral.integral_mono_on`. The inequality between the denominators enters through `div_le_div_of_nonneg_left`.

In `emission_tail`, the bound $M$ comes from the compactness of $[0,W]$ and the continuity of $w$. The two estimates are then combined by the squeeze theorem.

`sqrt_moment` integrates $\sqrt E\,(a+bE+cE^2)$ using the antiderivative

$$\sqrt E\left(\tfrac23aE+\tfrac25bE^2+\tfrac27cE^3\right).$$

The product rule cannot be applied at $0$, where the square root has no finite derivative, so the proof uses a form of the fundamental theorem of calculus that needs the antiderivative to be continuous on the closed interval and differentiable only in its interior, with an integrable derivative. The step `hi` is the simplification $E/(2\sqrt E)=\sqrt E/2$.

The two free-electron tail theorems insert their polynomials into `sqrt_moment` and rewrite $W^{7/2}$ as $W^3\sqrt W$, or $W^{3/2}$ as $W\sqrt W$. `tail_ratio` divides the two limits, which is allowed because the second is nonzero, and cancels the common factor $x^2$ for $x<0$.

## A limit at infinity read off from continuity at zero

The squeeze turns on the limit of the lower bound. In the variable $x$, it is $x^2T/((W-x)^2+M^2/4)$, whose denominator grows without bound, as does its numerator when $T>0$. In the variable $u$, the same expression is an ordinary function whose denominator equals $1$ at $u=0$. The statement `hc` records that this function is continuous there, and `hc.tendsto` turns continuity into a limit.

Mathlib's `tendsto_inv_atBot_zero` says that $1/x\to0$ as $x\to-\infty$. Composing the two with `comp` gives the required limit, with no choice of $\varepsilon$ and no estimate of a remainder. What remains is the algebraic identity `hD`, which connects the two forms of the denominator using only $x\cdot x^{-1}=1$.

The squeeze lemma `tendsto_of_tendsto_of_tendsto_of_le_of_le'` asks for its inequalities only eventually, that is, for all sufficiently negative $x$. This suits bounds that have been proved for $x<0$; `filter_upwards` supplies that condition.

## Infinitely long-lived holes

`free_electron_tail` includes $g=0$. Every width is then zero, the integrand vanishes for $x<0$, and there is no emission below the band; the limit is correspondingly $0$. The ratio theorem requires $g>0$, since at $g=0$ there are no tails to compare. For every positive $g$ the ratio tends to the same $8/35$: the scattering strength sets the height of both tails but cancels between them.
